# An upper bound on the smallest overlap eigenvalue of equally spaced, equal-exponent Gaussians

The overlap matrix of a set of real basis functions holds the integrals of their pairwise products. For \(a>0\), real \(d\) and natural \(m\), take

\[
g_j(x)=(2a/\pi)^{1/4}e^{-a(x-jd)^2},\quad j=0,\ldots,m,\qquad S_{ij}=\int g_i g_j\,dx .
\]

The least eigenvalue \(\mu\) of \(S\) satisfies

\[
\mu\le B_m=\frac{(2m-1)!!\,(ad^2)^m}{\binom{2m}{m}},\qquad B_{m+1}=B_m\,\frac{(m+1)ad^2}{2},
\]

where \((2m-1)!!\) is the product of the first \(m\) odd numbers, equal to 1 for \(m=0\).

Small overlap eigenvalues signal near-linear dependence, which makes orthogonalising a basis in electronic structure calculations ill-conditioned; the bound quantifies this for a one-dimensional, evenly spaced set with a single exponent. An added centre lowers the bound when \(0<(m+1)ad^2<2\) and raises it when \((m+1)ad^2>2\). The least eigenvalue itself never rises when a centre is added, because the old overlap matrix is a diagonal block of the new one; where \(B_m\) grows with \(m\), the smaller earlier value therefore remains a valid bound.

## Derivation from a finite-difference trial vector

**Overlaps.** Completing the square gives

\[
(x-id)^2+(x-jd)^2=2\Bigl(x-\tfrac{(i+j)d}{2}\Bigr)^2+\tfrac{(i-j)^2d^2}{2}.
\]

Since \(\int e^{-2ay^2}dy=\sqrt{\pi/2a}\) cancels the prefactor \(\sqrt{2a/\pi}\), we get \(S_{ij}=e^{-ad^2(i-j)^2/2}\). The diagonal entries are 1, so the functions are normalized.

**Variational bound.** \(S\) is real and symmetric, and \(S-\mu I\) has no negative eigenvalue. Hence \(\mu\,c\cdot c\le c\cdot Sc\) for every real vector \(c\). Choose \(c_j=(-1)^j\binom mj\). Vandermonde's identity gives

\[
c\cdot c=\sum_j\binom mj\binom m{m-j}=\binom{2m}{m}.
\]

**Momentum average.** Let \(\langle f\rangle\) be the average of \(f(p)\) with weight \(e^{-p^2/2}\), normalized by \(\int e^{-p^2/2}dp\). From \(ikp-p^2/2=-(p-ik)^2/2-k^2/2\), a contour shift and the real part give \(\langle\cos kp\rangle=e^{-k^2/2}\). With \(\theta=\sqrt a\,d\,p\), therefore, \(S_{ij}=\langle\cos((i-j)\theta)\rangle\). By the binomial theorem,

\[
\sum_{i,j}c_ic_j\cos((i-j)\theta)=\Bigl|\sum_jc_je^{ij\theta}\Bigr|^2=|1-e^{i\theta}|^{2m}=(2-2\cos\theta)^m,
\]

where \(i\) is the imaginary unit in \(e^{i\theta}\) and \(e^{ij\theta}\), as in \(ikp\) and \(p-ik\) above, and an index elsewhere.

**Moments.** Since \(0\le2-2\cos\theta=4\sin^2(\theta/2)\le\theta^2\),

\[
c\cdot Sc=\langle(2-2\cos\theta)^m\rangle\le(ad^2)^m\langle p^{2m}\rangle .
\]

Integrating the derivative of \(p^{2m+1}e^{-p^2/2}\) over the line gives \(\langle p^{2m+2}\rangle=(2m+1)\langle p^{2m}\rangle\). With \(\langle1\rangle=1\), this yields \(\langle p^{2m}\rangle=(2m-1)!!\). Division by \(c\cdot c\) gives \(\mu\le B_m\).

**One more centre.** The numerator gains \((2m+1)ad^2\), while \(\binom{2m+2}{m+1}=\frac{2(2m+1)}{m+1}\binom{2m}{m}\). The quotient is \((m+1)ad^2/2\).

## Basis functions, eigenvalues and the bound in Lean

```lean
import Mathlib

open MeasureTheory Matrix

namespace GaussianLinearDependence

noncomputable section
```

The nested square root in `gaussian` is the fourth root in the prefactor.

```lean
/-- The one-dimensional Gaussian with exponent `a > 0` and centre `c`, with prefactor
`(2a/π)^(1/4)`. -/
def gaussian (a c x : ℝ) : ℝ := √(√(2 * a / Real.pi)) * Real.exp (-a * (x - c) ^ 2)
```

The index type `Fin (m + 1)` runs over \(0,\ldots,m\).

```lean
/-- The overlap matrix of `m + 1` Gaussians with exponent `a > 0` centred at `0, d, ..., m d`. -/
def overlapMatrix (a d : ℝ) (m : ℕ) : Matrix (Fin (m + 1)) (Fin (m + 1)) ℝ :=
  Matrix.of fun i j => ∫ x : ℝ, gaussian a (i * d) x * gaussian a (j * d) x
```

An eigenvalue is a real number with a nonzero real eigenvector.

```lean
/-- The real eigenvalues of a square matrix, each with a nonzero eigenvector. -/
def eigenvalueSet {n : ℕ} (A : Matrix (Fin n) (Fin n) ℝ) : Set ℝ :=
  {μ | ∃ v : Fin n → ℝ, v ≠ 0 ∧ A *ᵥ v = μ • v}
```

The next two definitions give \((2m-1)!!\) and \(B_m\).

```lean
/-- The product `1 · 3 · 5 ⋯ (2m-1)` of the first `m` odd numbers, written `(2m-1)!!`. -/
def oddFactorial (m : ℕ) : ℝ := ∏ k ∈ Finset.range m, (2 * (k : ℝ) + 1)

/-- The quantity `(2m-1)!! (a d²)^m / C(2m,m)`. -/
def dependenceBound (a d : ℝ) (m : ℕ) : ℝ :=
  oddFactorial m * (a * d ^ 2) ^ m / ((2 * m).choose m : ℝ)
```

The trial vector is left unnormalized; dividing it by \(\sqrt{\binom{2m}{m}}\) gives a coefficient vector of unit length, which does not in general normalize the combined function.

```lean
/-- The trial coefficients `(-1)^j C(m,j)`, those of an `m`-th finite difference. -/
def trial (m : ℕ) (j : Fin (m + 1)) : ℝ := (-1) ^ (j : ℕ) * (m.choose j : ℝ)
```

The variable `x` in `weight` is the scaled momentum \(p\), not position.

```lean
/-- The Gaussian weight `exp(-x²/2)` in the scaled momentum `x`. -/
def weight (x : ℝ) : ℝ := Real.exp (-(1 / 2) * x ^ 2)
```

## Overlap formula and variational principle

The pointwise identity `h` completes the square; translation invariance then removes the midpoint.

```lean
/-- For `a > 0`, Gaussians centred `(i-j)d` apart overlap by `exp(-a d² (i-j)²/2)`. -/
theorem overlapMatrix_apply {a : ℝ} (ha : 0 < a) (d : ℝ) (m : ℕ) (i j : Fin (m + 1)) :
    overlapMatrix a d m i j = Real.exp (-(a * d ^ 2 * ((i : ℝ) - j) ^ 2 / 2)) := by
  have hp := Real.pi_pos
  -- complete the square around the midpoint of the two centres
  have h : ∀ x : ℝ, gaussian a (i * d) x * gaussian a (j * d) x =
      (√(2 * a / Real.pi) * Real.exp (-(a * d ^ 2 * ((i : ℝ) - j) ^ 2 / 2))) *
        Real.exp (-(2 * a) * (x - (i * d + j * d) / 2) ^ 2) := by
    intro x
    unfold gaussian
    rw [mul_mul_mul_comm, Real.mul_self_sqrt (Real.sqrt_nonneg _), ← Real.exp_add, mul_assoc,
      ← Real.exp_add]
    congr 2
    ring
  have hs : √(2 * a / Real.pi) * √(Real.pi / (2 * a)) = 1 := by
    rw [← Real.sqrt_mul (by positivity), show 2 * a / Real.pi * (Real.pi / (2 * a)) = 1 by
      field_simp, Real.sqrt_one]
  simp only [overlapMatrix, Matrix.of_apply, h]
  rw [integral_const_mul,
    integral_sub_right_eq_self (fun x : ℝ => Real.exp (-(2 * a) * x ^ 2)), integral_gaussian]
  linear_combination Real.exp (-(a * d ^ 2 * ((i : ℝ) - j) ^ 2 / 2)) * hs
```

The eigenvalue set is finite and nonempty, so it has a minimum. Shifting the matrix by this minimum leaves it positive semidefinite, which is the variational inequality.

```lean
/-- A real symmetric matrix with at least one row has a least eigenvalue `μ`, and `μ |c|² ≤ c·Ac`
for every real vector `c`. -/
theorem exists_least_eigenvalue {n : ℕ} (A : Matrix (Fin (n + 1)) (Fin (n + 1)) ℝ)
    (hA : A.IsHermitian) :
    ∃ μ, IsLeast (eigenvalueSet A) μ ∧ ∀ c, μ * (c ⬝ᵥ c) ≤ c ⬝ᵥ A *ᵥ c := by
  have hfin : (eigenvalueSet A).Finite := by
    refine (Module.End.finite_hasEigenvalue (Matrix.toLin' A)).subset ?_
    rintro μ ⟨v, hv, h⟩
    exact Module.End.hasEigenvalue_of_hasEigenvector (x := v)
      ⟨Module.End.mem_eigenspace_iff.2 (by simpa using h), hv⟩
  have hmem : ∀ (B : Matrix (Fin (n + 1)) (Fin (n + 1)) ℝ) (hB : B.IsHermitian) (i),
      hB.eigenvalues i ∈ eigenvalueSet B := fun B hB i =>
    ⟨(hB.eigenvectorBasis i).ofLp, fun h => hB.eigenvectorBasis.orthonormal.ne_zero i
      (by ext k; exact congrFun h k), hB.mulVec_eigenvectorBasis i⟩
  obtain ⟨μ, hμ, hmin⟩ := Set.exists_min_image _ id hfin ⟨_, hmem A hA 0⟩
  refine ⟨μ, ⟨hμ, fun ν hν => hmin ν hν⟩, fun c => ?_⟩
  -- the shifted matrix has no negative eigenvalue
  have hB : (A - μ • (1 : Matrix (Fin (n + 1)) (Fin (n + 1)) ℝ)).IsHermitian :=
    hA.sub (by simp [Matrix.IsHermitian])
  have hpos := hB.posSemidef_iff_eigenvalues_nonneg.2 (fun i => by
    obtain ⟨v, hv, h⟩ := hmem _ hB i
    have h2 : hB.eigenvalues i + μ ∈ eigenvalueSet A := ⟨v, hv, by
      rw [add_smul, ← h, Matrix.sub_mulVec, Matrix.smul_mulVec, Matrix.one_mulVec,
        sub_add_cancel]⟩
    have h3 : μ ≤ hB.eigenvalues i + μ := hmin _ h2
    change 0 ≤ hB.eigenvalues i
    linarith)
  have h := hpos.dotProduct_mulVec_nonneg c
  rw [star_trivial, Matrix.sub_mulVec, Matrix.smul_mulVec, Matrix.one_mulVec, dotProduct_sub,
    dotProduct_smul, smul_eq_mul] at h
  linarith
```

## Trial vector and Gaussian averages

`trial_norm` is Vandermonde's identity with the signs squared away.

```lean
/-- The squared norm of the trial coefficients is `C(2m,m)`. -/
theorem trial_norm (m : ℕ) : trial m ⬝ᵥ trial m = ((2 * m).choose m : ℝ) := by
  rw [two_mul, Nat.add_choose_eq, Finset.Nat.sum_antidiagonal_eq_sum_range_succ
    (fun i j => m.choose i * m.choose j), Finset.sum_range]
  push_cast
  refine Finset.sum_congr rfl fun i _ => ?_
  have hs : ((-1 : ℝ) ^ (i : ℕ)) * (-1) ^ (i : ℕ) = 1 := by rw [← mul_pow]; norm_num
  rw [Nat.choose_symm (Nat.lt_succ_iff.1 i.2)]
  unfold trial
  linear_combination ((m.choose i : ℝ) ^ 2) * hs
```

`trial_phase` expands \((1-e^{i\theta})^m\) into real and imaginary parts and compares squared moduli.

```lean
/-- The double sum of `cos((i-j)θ)`, weighted by the products of the `i`-th and `j`-th trial
coefficients, is `(2 - 2 cos θ)^m`. -/
theorem trial_phase (m : ℕ) (θ : ℝ) :
    ∑ i, ∑ j, trial m i * trial m j * Real.cos (((i : ℝ) - j) * θ) =
      (2 - 2 * Real.cos θ) ^ m := by
  -- binomial theorem for `(1 - exp(iθ))^m`, split into real and imaginary parts
  have hP : (1 - Complex.exp (θ * Complex.I)) ^ m =
      ((∑ i, trial m i * Real.cos (i * θ) : ℝ) : ℂ) +
        ((∑ i, trial m i * Real.sin (i * θ) : ℝ) : ℂ) * Complex.I := by
    rw [show 1 - Complex.exp (θ * Complex.I) = -Complex.exp (θ * Complex.I) + 1 by ring,
      add_pow, Finset.sum_range]
    simp only [trial]
    push_cast
    rw [Finset.sum_mul, ← Finset.sum_add_distrib]
    refine Finset.sum_congr rfl fun i _ => ?_
    rw [neg_pow, ← Complex.exp_nat_mul, ← mul_assoc, Complex.exp_mul_I, one_pow]
    ring
  have h1 : Complex.normSq (1 - Complex.exp (θ * Complex.I)) = 2 - 2 * Real.cos θ := by
    rw [Complex.normSq_apply, Complex.sub_re, Complex.sub_im, Complex.exp_ofReal_mul_I_re,
      Complex.exp_ofReal_mul_I_im, Complex.one_re, Complex.one_im]
    linear_combination Real.sin_sq_add_cos_sq θ
  have h := congrArg Complex.normSq hP
  rw [map_pow, h1, Complex.normSq_add_mul_I] at h
  rw [h, sq, sq, Finset.sum_mul_sum, Finset.sum_mul_sum, ← Finset.sum_add_distrib]
  refine Finset.sum_congr rfl fun i _ => ?_
  rw [← Finset.sum_add_distrib]
  refine Finset.sum_congr rfl fun j _ => ?_
  rw [sub_mul, Real.cos_sub]
  ring
```

Integrability of the moments justifies the integration by parts, which supplies the induction step of `gaussian_moment`.

```lean
/-- Every natural-number power of `x` is integrable against the Gaussian weight. -/
theorem integrable_moment (n : ℕ) : Integrable (fun x : ℝ => x ^ n * weight x) := by
  have h := integrable_rpow_mul_exp_neg_mul_sq (b := 1 / 2) (by norm_num) (s := (n : ℝ))
    (by linarith [Nat.cast_nonneg (α := ℝ) n])
  simp only [Real.rpow_natCast] at h
  exact h

/-- The even moments of the Gaussian weight are `(2m-1)!!` times its integral. -/
theorem gaussian_moment (m : ℕ) :
    ∫ x : ℝ, x ^ (2 * m) * weight x = oddFactorial m * ∫ x : ℝ, weight x := by
  induction m with
  | zero => simp [oddFactorial]
  | succ m ih =>
    have hw : ∀ x, HasDerivAt weight (weight x * -x) x := fun x =>
      (((hasDerivAt_pow 2 x).const_mul (-(1 / 2) : ℝ)).congr_deriv
        (by rw [show (2 - 1 : ℕ) = 1 from rfl]; push_cast; ring)).exp
    -- integrate the derivative of `x^(2m+1) exp(-x²/2)` over the line
    have h := integral_eq_zero_of_hasDerivAt_of_integrable
      (f := fun x : ℝ => x ^ (2 * m + 1) * weight x)
      (f' := fun x : ℝ => (2 * (m : ℝ) + 1) * (x ^ (2 * m) * weight x)
        - x ^ (2 * (m + 1)) * weight x)
      (fun x => ((hasDerivAt_pow (2 * m + 1) x).fun_mul (hw x)).congr_deriv
        (by rw [Nat.add_sub_cancel]; push_cast; ring))
      (((integrable_moment _).const_mul _).sub (integrable_moment _)) (integrable_moment _)
    rw [integral_sub ((integrable_moment _).const_mul _) (integrable_moment _),
      integral_const_mul, ih] at h
    rw [oddFactorial, Finset.prod_range_succ, ← oddFactorial]
    linarith
```

These integrals are not divided by the total weight, so \(\int e^{-p^2/2}dp\) appears as a factor. In `gaussian_cos`, the case \(k=0\) identifies it.

```lean
/-- The integral of `cos(kx)` against the Gaussian weight is the integral of the weight times
`exp(-k²/2)`. -/
theorem gaussian_cos (k : ℝ) :
    ∫ x : ℝ, Real.cos (k * x) * weight x = (∫ x : ℝ, weight x) * Real.exp (-k ^ 2 / 2) := by
  obtain ⟨C, hC⟩ : ∃ C : ℂ, ∀ k : ℝ,
      ∫ x : ℝ, Complex.exp (((k * x : ℝ) : ℂ) * Complex.I) * (weight x : ℂ) =
        C * ((Real.exp (-k ^ 2 / 2) : ℝ) : ℂ) := by
    refine ⟨((Real.pi : ℂ) / -(-(1 / 2))) ^ (1 / 2 : ℂ), fun k => ?_⟩
    have h := integral_cexp_quadratic (b := -(1 / 2)) (by norm_num) (k * Complex.I) 0
    refine Eq.trans (integral_congr_ae (ae_of_all _ fun x => ?_)) (h.trans ?_)
    · simp only [weight]
      rw [Complex.ofReal_exp, ← Complex.exp_add]
      congr 1
      push_cast
      ring
    · rw [Complex.ofReal_exp]
      congr 2
      push_cast
      linear_combination (k : ℂ) ^ 2 / 2 * Complex.I_sq
  -- the case `k = 0` identifies the constant
  have h0 : ((∫ x : ℝ, weight x : ℝ) : ℂ) = C := by
    rw [← integral_complex_ofReal]
    simpa using hC 0
  have hF : Integrable (fun x : ℝ =>
      Complex.exp (((k * x : ℝ) : ℂ) * Complex.I) * (weight x : ℂ)) := by
    have hw : Integrable weight := by simpa using integrable_moment 0
    refine hw.mono' (Continuous.aestronglyMeasurable
      (by unfold weight; fun_prop)) (ae_of_all _ fun x => ?_)
    rw [norm_mul, Complex.norm_exp_ofReal_mul_I, one_mul, Complex.norm_real,
      Real.norm_of_nonneg (show 0 ≤ weight x from (Real.exp_pos _).le)]
  have h := Complex.reCLM.integral_comp_comm hF
  rw [hC k, ← h0, ← Complex.ofReal_mul] at h
  simpa only [Complex.reCLM_apply, Complex.re_mul_ofReal, Complex.exp_ofReal_mul_I_re,
    Complex.ofReal_re] using h
```

In the next proof, `key` is the momentum-space form of \(c\cdot Sc\), and `hle` applies the cosine inequality. The positive total weight is cancelled at the end.

```lean
/-- For `a > 0`, the trial combination of Gaussians has squared norm at most
`(2m-1)!! (a d²)^m`. -/
theorem trial_overlap_le {a : ℝ} (ha : 0 < a) (d : ℝ) (m : ℕ) :
    trial m ⬝ᵥ overlapMatrix a d m *ᵥ trial m ≤ oddFactorial m * (a * d ^ 2) ^ m := by
  have hJ : 0 < ∫ x : ℝ, weight x := by
    simp only [weight]
    rw [integral_gaussian]
    positivity
  have ht : (√a * d) ^ 2 = a * d ^ 2 := by rw [mul_pow, Real.sq_sqrt ha.le]
  have hint : ∀ k : ℝ, Integrable (fun x : ℝ => Real.cos (k * x) * weight x) := fun k => by
    by_contra hn
    exact (mul_pos hJ (Real.exp_pos _)).ne' ((gaussian_cos k).symm.trans (integral_undef hn))
  -- the quadratic form in momentum space
  have key : ∫ x : ℝ, (2 - 2 * Real.cos (√a * d * x)) ^ m * weight x =
      (∫ x : ℝ, weight x) * (trial m ⬝ᵥ overlapMatrix a d m *ᵥ trial m) := by
    have hpt : ∀ x : ℝ, (2 - 2 * Real.cos (√a * d * x)) ^ m * weight x =
        ∑ i, ∑ j, trial m i * trial m j *
          (Real.cos (((i : ℝ) - j) * (√a * d) * x) * weight x) := fun x => by
      rw [← trial_phase]
      simp only [Finset.sum_mul, mul_assoc]
    simp only [hpt, dotProduct, Matrix.mulVec, Finset.mul_sum]
    rw [integral_finsetSum _ fun i _ => integrable_finsetSum _ fun j _ =>
      (hint _).const_mul _]
    refine Finset.sum_congr rfl fun i _ => ?_
    rw [integral_finsetSum _ fun j _ => (hint _).const_mul _]
    refine Finset.sum_congr rfl fun j _ => ?_
    rw [integral_const_mul, gaussian_cos, overlapMatrix_apply ha, mul_pow, ht,
      show -(((i : ℝ) - j) ^ 2 * (a * d ^ 2)) / 2 = -(a * d ^ 2 * ((i : ℝ) - j) ^ 2 / 2) by ring]
    ring
  -- `2 - 2 cos θ ≤ θ²` leaves a Gaussian moment
  have hle : ∫ x : ℝ, (2 - 2 * Real.cos (√a * d * x)) ^ m * weight x ≤
      ∫ x : ℝ, (a * d ^ 2) ^ m * (x ^ (2 * m) * weight x) := by
    have hnn : ∀ x : ℝ, 0 ≤ 2 - 2 * Real.cos (√a * d * x) := fun x => by
      linarith [Real.cos_le_one (√a * d * x)]
    refine integral_mono_of_nonneg
      (ae_of_all _ fun x => mul_nonneg (pow_nonneg (hnn x) m) (Real.exp_pos _).le)
      ((integrable_moment _).const_mul _) (ae_of_all _ fun x => ?_)
    have h1 : 2 - 2 * Real.cos (√a * d * x) ≤ a * d ^ 2 * x ^ 2 := by
      rw [← ht, ← mul_pow]
      linarith [Real.one_sub_sq_div_two_le_cos (x := √a * d * x)]
    have h2 := pow_le_pow_left₀ (hnn x) h1 m
    rw [mul_pow, ← pow_mul] at h2
    change _ * weight x ≤ _ * (_ * weight x)
    rw [← mul_assoc]
    exact mul_le_mul_of_nonneg_right h2 (Real.exp_pos _).le
  rw [key, integral_const_mul, gaussian_moment] at hle
  refine le_of_mul_le_mul_left (hle.trans_eq ?_) hJ
  ring
```

## The eigenvalue bound and its growth factor

`IsLeast` says that `μ` is an eigenvalue and that no eigenvalue lies below it. The only hypothesis is `0 < a`, which makes the Gaussians decay; `d` may be zero or negative. The theorem bounds `μ` from above only, so it does not say how much smaller the eigenvalue may be.

```lean
/-- For `a > 0`, the overlap matrix of `m + 1` normalized Gaussians at spacing `d` has a
least eigenvalue, and it is at most `(2m-1)!! (a d²)^m / C(2m,m)`. -/
theorem smallest_overlap_eigenvalue_le {a : ℝ} (ha : 0 < a) (d : ℝ) (m : ℕ) :
    ∃ μ, IsLeast (eigenvalueSet (overlapMatrix a d m)) μ ∧ μ ≤ dependenceBound a d m := by
  have hS : (overlapMatrix a d m).IsHermitian := Matrix.IsHermitian.ext fun i j => by
    rw [star_trivial, overlapMatrix_apply ha, overlapMatrix_apply ha]
    congr 1
    ring
  obtain ⟨μ, hμ, hR⟩ := exists_least_eigenvalue _ hS
  refine ⟨μ, hμ, ?_⟩
  have hc : (0 : ℝ) < ((2 * m).choose m : ℝ) := by
    exact_mod_cast Nat.choose_pos (by omega : m ≤ 2 * m)
  rw [dependenceBound, le_div_iff₀ hc, ← trial_norm]
  exact (hR _).trans (trial_overlap_le ha d m)
```

The last theorem compares bounds, not the eigenvalues themselves. Its proof uses the recurrence for central binomial coefficients.

```lean
/-- One more centre multiplies the bound by `(m+1) a d²/2`. -/
theorem dependenceBound_succ (a d : ℝ) (m : ℕ) :
    dependenceBound a d (m + 1) = dependenceBound a d m * ((m + 1) * (a * d ^ 2) / 2) := by
  have h : ((m : ℝ) + 1) * (m + 1).centralBinom = 2 * (2 * m + 1) * m.centralBinom := by
    exact_mod_cast Nat.succ_mul_centralBinom_succ m
  have h0 : (m.centralBinom : ℝ) ≠ 0 := by exact_mod_cast Nat.centralBinom_ne_zero m
  have h1 : ((m + 1).centralBinom : ℝ) ≠ 0 := by
    exact_mod_cast Nat.centralBinom_ne_zero (m + 1)
  have ho : oddFactorial (m + 1) = oddFactorial m * (2 * m + 1) := Finset.prod_range_succ _ _
  rw [dependenceBound, dependenceBound, ← Nat.centralBinom_eq_two_mul_choose,
    ← Nat.centralBinom_eq_two_mul_choose, ho, div_mul_eq_mul_div, div_eq_div_iff h1 h0]
  linear_combination (-(oddFactorial m * (a * d ^ 2) ^ (m + 1) / 2)) * h


end

end GaussianLinearDependence
```

```lean
#print axioms GaussianLinearDependence.smallest_overlap_eigenvalue_le
#print axioms GaussianLinearDependence.dependenceBound_succ
```

```
'GaussianLinearDependence.smallest_overlap_eigenvalue_le' depends on axioms: [propext, Classical.choice, Quot.sound]
'GaussianLinearDependence.dependenceBound_succ' depends on axioms: [propext, Classical.choice, Quot.sound]
```
